# With nearest-image hopping between orthonormal orbitals, a uniform mesh of two or more k-points puts the mean lowest level at or below that of the isolated cell

## Does a mesh across the vacuum do more than average out the images?

I describe a molecule in a periodic box by a finite Hermitian matrix A in an orthonormal basis, take orbitals in different cells as orthogonal too, and let the molecule feel its periodic images only through one hopping matrix B to the next cell. Along the vacuum direction this gives

H(k) = A + exp(ik) B + exp(−ik) B†.

If the vacuum is wide, B is negligible and Γ is as good as any other point. Suppose a little hopping is left. I want the lowest level of the isolated molecule, which is the lowest eigenvalue of A. At Γ, without knowing the signs of the hopping, I can't even tell whether my value is too high or too low. Does averaging over a few k-points settle that, or does it only replace one error of unknown sign by another?

## The mesh fixes the sign of the deviation

"Lowest level" is taken here as the infimum of the real eigenvalues of an operator. For a self-adjoint operator on a nonzero finite-dimensional space this is the least eigenvalue, written λ(T) below. With that meaning, averaging does settle the sign. For a uniform mesh of M ≥ 2 points with any offset θ,

k_j = θ + 2πj/M, j = 0, …, M − 1,

the mean E = (1/M) Σ_j λ(H(k_j)) satisfies

λ(A) − 2‖B‖ ≤ E ≤ λ(A).

In a supercell calculation modelled this way, with non-interacting electrons, no overlap between orbitals of different cells and coupling to adjacent images only, leftover coupling across the vacuum can lower the averaged lowest level but never raise it. The guaranteed upper limit on the size of the deviation, 2‖B‖, is the same as for a single k-point, but it is a worst case. If the lowest level of A is nondegenerate and B is small, the first-order shifts cancel in the mean and the deviation is of second order in B; the Lean file does not treat this estimate.

### One trial state for every k-point

For self-adjoint T, expand a normalised state x in orthonormal eigenstates of T with eigenvalues e_n and coefficients c_n. Then

⟨x, Tx⟩ = Σ_n e_n |c_n|² ≥ λ(T),

with equality when x is a ground state. H(k) is self-adjoint, because taking the adjoint exchanges its two hopping terms. Since ⟨x, B†x⟩ is the complex conjugate of ⟨x, Bx⟩,

⟨x, H(k)x⟩ = ⟨x, Ax⟩ + 2 Re(exp(ik) ⟨x, Bx⟩).

The phase has modulus one, so Cauchy–Schwarz bounds the last term:

|2 Re(exp(ik) ⟨x, Bx⟩)| ≤ 2 ‖x‖ ‖Bx‖ ≤ 2‖B‖.

Let w be a normalised ground state of H(k). Then

λ(H(k)) = ⟨w, Aw⟩ + 2 Re(exp(ik) ⟨w, Bw⟩) ≥ λ(A) − 2‖B‖.

Averaging this over the mesh gives the lower bound on E.

For the upper bound, let v be a normalised ground state of A and use it as trial state at every k-point:

λ(H(k_j)) ≤ λ(A) + 2 Re(exp(ik_j) ⟨v, Bv⟩).

The number ⟨v, Bv⟩ does not depend on j, so only the sum of the phases matters. With ζ = exp(2πi/M), which differs from 1 because M ≥ 2,

Σ_j exp(ik_j) = exp(iθ) (ζ^M − 1)/(ζ − 1) = 0.

The hopping terms cancel in the mean, which leaves E ≤ λ(A).

Γ alone has no such cancellation. For A = 0 and B = 1 the band is 2 cos k. With one state per cell, this is the positive hopping between p orbitals that point along the vacuum, taken as the unit of energy. Γ gives 2, although λ(A) = 0, while every uniform mesh with M ≥ 2 gives exactly 0, so the upper bound is attained.

### What the operators and hypotheses stand for

The space `V` holds the states of one cell. It is a complex inner product space, finite-dimensional and nonzero, so an n × n matrix with n ≥ 1 in an orthonormal basis is an instance. `A` and `B` are continuous linear operators on it, `ContinuousLinearMap.adjoint B` is B†, and `‖B‖` is the operator norm, that is, the largest singular value. `IsSelfAdjoint A` is the physical condition that the cell Hamiltonian is Hermitian; `B` is arbitrary.

`bloch A B k` is H(k), with k the dimensionless phase per period across the vacuum. `kPoint M θ j` is k_j, and θ = 0 gives the mesh that contains Γ. `meshEnergy A B M θ` is E. The main theorem, `meshEnergy_bounds`, states both inequalities for every `M` with `2 ≤ M` and every real `θ`. `single_kPoint_error` says that λ(H(k)) differs from λ(A) by at most 2‖B‖ at any single k, and `gamma_overestimates` contains the example above.

The model has one k direction and an orthonormal basis, hence no overlap matrix. This matters for the sign: with overlap between the cells, the mean can lie above the isolated level. Take one state per cell at energy 0, with real hopping t and real overlap s to the next cell, 0 < |s| < 1/2. The band is 2t cos k/(1 + 2s cos k), and the mesh k = 0, π has the mean −4ts/(1 − 4s²), which is positive when t and s have opposite signs, the usual case. If the orbitals are first made orthogonal between the cells, A is in general no longer the matrix of the isolated molecule. `A` and `B` are the same at all k-points and for all meshes, so a self-consistent potential that responds to the sampling falls outside it. The theorems concern the lowest level only, not a total energy, and they do not say how ‖B‖ decays with the width of the vacuum.

```lean
import Mathlib

open Module.End

namespace VacuumKPointSampling

noncomputable section

variable {V : Type*} [NormedAddCommGroup V] [InnerProductSpace ℂ V]

/-- The infimum of the real eigenvalues of an operator; it is used for self-adjoint operators
on a nonzero finite-dimensional space. -/
def lowestEigenvalue (T : V →L[ℂ] V) : ℝ :=
  sInf {e : ℝ | HasEigenvalue (T : V →ₗ[ℂ] V) (e : ℂ)}

/-- The `j`-th point of a uniform mesh of `M` k-points with offset `θ`, for `M ≥ 1`. -/
def kPoint (M : ℕ) (θ : ℝ) (j : ℕ) : ℝ := θ + 2 * Real.pi * j / M

variable [CompleteSpace V]

/-- The Bloch Hamiltonian `H(k) = A + exp(ik) B + exp(-ik) B†` of a cell `A` coupled to its
periodic images by the hopping `B`. -/
def bloch (A B : V →L[ℂ] V) (k : ℝ) : V →L[ℂ] V :=
  A + Complex.exp (k * Complex.I) • B
    + Complex.exp (-(k * Complex.I)) • ContinuousLinearMap.adjoint B

/-- The mean over the mesh of the lowest eigenvalue of `H(k)`, for `M ≥ 1` k-points. -/
def meshEnergy (A B : V →L[ℂ] V) (M : ℕ) (θ : ℝ) : ℝ :=
  (∑ j ∈ Finset.range M, lowestEigenvalue (bloch A B (kPoint M θ j))) / M

/-- The Bloch Hamiltonian is self-adjoint when the cell Hamiltonian `A` is. -/
theorem bloch_isSelfAdjoint {A : V →L[ℂ] V} (hA : IsSelfAdjoint A) (B : V →L[ℂ] V) (k : ℝ) :
    IsSelfAdjoint (bloch A B k) := by
  have h : star (Complex.exp (k * Complex.I)) = Complex.exp (-(k * Complex.I)) := by
    change (starRingEnd ℂ) _ = _
    rw [← Complex.exp_conj]
    simp
  have h' : star (Complex.exp (-(k * Complex.I))) = Complex.exp (k * Complex.I) := by
    rw [← h, star_star]
  unfold IsSelfAdjoint bloch
  rw [← ContinuousLinearMap.star_eq_adjoint, star_add, star_add, star_smul, star_smul,
    star_star, hA.star_eq, h, h']
  abel

/-- For every vector `x`, the real part of `⟨x, H(k)x⟩` is that of `⟨x, Ax⟩` plus twice the real
part of `exp(ik) ⟨x, Bx⟩`. -/
theorem bloch_expectation (A B : V →L[ℂ] V) (k : ℝ) (x : V) :
    (inner ℂ x (bloch A B k x)).re = (inner ℂ x (A x)).re
      + 2 * (Complex.exp (k * Complex.I) * inner ℂ x (B x)).re := by
  have h1 : Complex.exp (-(k * Complex.I))
      = (starRingEnd ℂ) (Complex.exp (k * Complex.I)) := by
    rw [← Complex.exp_conj]
    simp
  have h2 : inner ℂ x (ContinuousLinearMap.adjoint B x)
      = (starRingEnd ℂ) (inner ℂ x (B x)) := by
    rw [ContinuousLinearMap.adjoint_inner_right, inner_conj_symm]
  simp only [bloch, add_apply, smul_apply,
    inner_add_right, inner_smul_right, h1, h2, Complex.add_re, Complex.mul_re,
    Complex.conj_re, Complex.conj_im]
  ring

/-- The Bloch phases of a uniform mesh with at least two k-points sum to zero. -/
theorem phase_sum {M : ℕ} (hM : 2 ≤ M) (θ : ℝ) :
    ∑ j ∈ Finset.range M, Complex.exp (kPoint M θ j * Complex.I) = 0 := by
  have hζ := (Complex.isPrimitiveRoot_exp M (by omega)).geom_sum_eq_zero (by omega)
  have h : ∀ j ∈ Finset.range M, Complex.exp (kPoint M θ j * Complex.I)
      = Complex.exp (θ * Complex.I) * Complex.exp (2 * Real.pi * Complex.I / M) ^ j := by
    intro j _
    rw [← Complex.exp_nat_mul, ← Complex.exp_add]
    congr 1
    simp only [kPoint]
    push_cast
    ring
  rw [Finset.sum_congr rfl h, ← Finset.mul_sum, hζ, mul_zero]

variable [FiniteDimensional ℂ V] [Nontrivial V]

/-- For a self-adjoint operator on a nonzero finite-dimensional space, `lowestEigenvalue` is
the least real eigenvalue, it bounds every energy expectation value from below, and some
nonzero state attains the bound. -/
theorem variational_principle {T : V →L[ℂ] V} (hT : IsSelfAdjoint T) :
    IsLeast {e : ℝ | HasEigenvalue (T : V →ₗ[ℂ] V) (e : ℂ)} (lowestEigenvalue T) ∧
    (∀ x, lowestEigenvalue T * ‖x‖ ^ 2 ≤ (inner ℂ x (T x)).re) ∧
    ∃ v, v ≠ 0 ∧ (inner ℂ v (T v)).re = lowestEigenvalue T * ‖v‖ ^ 2 := by
  -- an eigenvector has its eigenvalue as expectation value
  have key : ∀ e : ℝ, HasEigenvalue (T : V →ₗ[ℂ] V) (e : ℂ) →
      ∃ v, v ≠ 0 ∧ (inner ℂ v (T v)).re = e * ‖v‖ ^ 2 := by
    intro e he
    obtain ⟨v, hv⟩ := he.exists_hasEigenvector
    have hTv : T v = (e : ℂ) • v := hv.apply_eq_smul
    refine ⟨v, hv.2, ?_⟩
    rw [hTv, inner_smul_right, Complex.re_ofReal_mul]
    exact congrArg (e * ·) (inner_self_eq_norm_sq (𝕜 := ℂ) v)
  -- the infimum of the Rayleigh quotient is an eigenvalue
  obtain ⟨r, hr, hle⟩ : ∃ r : ℝ, HasEigenvalue (T : V →ₗ[ℂ] V) (r : ℂ) ∧
      ∀ x, r * ‖x‖ ^ 2 ≤ (inner ℂ x (T x)).re := by
    refine ⟨⨅ y : {y : V // y ≠ 0}, (inner ℂ (T y) (y : V)).re / ‖(y : V)‖ ^ 2,
      hT.isSymmetric.hasEigenvalue_iInf_of_finiteDimensional, fun x => ?_⟩
    by_cases hx : x = 0
    · simp [hx]
    have hb : BddBelow (Set.range fun y : {y : V // y ≠ 0} =>
        (inner ℂ (T y) (y : V)).re / ‖(y : V)‖ ^ 2) := by
      refine ⟨-‖T‖, ?_⟩
      rintro _ ⟨y, rfl⟩
      change -‖T‖ ≤ (inner ℂ (T y) (y : V)).re / ‖(y : V)‖ ^ 2
      rw [le_div_iff₀ (pow_pos (norm_pos_iff.mpr y.2) 2)]
      have h1 := Complex.abs_re_le_norm (inner ℂ (T y) (y : V))
      have h2 := norm_inner_le_norm (𝕜 := ℂ) (T y) (y : V)
      have h3 := mul_le_mul_of_nonneg_right (T.le_opNorm y) (norm_nonneg (y : V))
      nlinarith [neg_abs_le (inner ℂ (T y) (y : V)).re]
    have hs : inner ℂ (T x) x = inner ℂ x (T x) := hT.isSymmetric x x
    rw [← hs]
    exact (le_div_iff₀ (pow_pos (norm_pos_iff.mpr hx) 2)).mp (ciInf_le hb ⟨x, hx⟩)
  have hleast : IsLeast {e : ℝ | HasEigenvalue (T : V →ₗ[ℂ] V) (e : ℂ)} r := by
    refine ⟨hr, fun e he => ?_⟩
    obtain ⟨v, hv, hev⟩ := key e he
    have h := hle v
    rw [hev] at h
    exact le_of_mul_le_mul_right h (pow_pos (norm_pos_iff.mpr hv) 2)
  have heq : lowestEigenvalue T = r := hleast.csInf_eq
  rw [heq]
  exact ⟨hleast, hle, key r hr⟩

/-- On a nonzero finite-dimensional space and for self-adjoint `A`, the lowest eigenvalue of `H(k)`
at any single k-point differs from that of `A` by at most `2‖B‖`. -/
theorem single_kPoint_error {A : V →L[ℂ] V} (hA : IsSelfAdjoint A) (B : V →L[ℂ] V) (k : ℝ) :
    |lowestEigenvalue (bloch A B k) - lowestEigenvalue A| ≤ 2 * ‖B‖ := by
  -- Cauchy-Schwarz for the hopping term
  have hb : ∀ v : V, |(Complex.exp (k * Complex.I) * inner ℂ v (B v)).re|
      ≤ ‖B‖ * ‖v‖ ^ 2 := by
    intro v
    have h1 := Complex.abs_re_le_norm (Complex.exp (k * Complex.I) * inner ℂ v (B v))
    rw [norm_mul, Complex.norm_exp_ofReal_mul_I, one_mul] at h1
    have h2 := norm_inner_le_norm (𝕜 := ℂ) v (B v)
    have h3 := mul_le_mul_of_nonneg_left (B.le_opNorm v) (norm_nonneg v)
    nlinarith
  obtain ⟨-, hAle, v, hv, hAv⟩ := variational_principle hA
  obtain ⟨-, hHle, w, hw, hHw⟩ := variational_principle (bloch_isSelfAdjoint hA B k)
  have h1 := hHle v
  have h2 := hAle w
  rw [bloch_expectation] at h1 hHw
  have h3 := abs_le.mp (hb v)
  have h4 := abs_le.mp (hb w)
  rw [abs_le]
  constructor
  · refine le_of_mul_le_mul_right ?_ (pow_pos (norm_pos_iff.mpr hw) 2)
    linarith [h4.1]
  · refine le_of_mul_le_mul_right ?_ (pow_pos (norm_pos_iff.mpr hv) 2)
    linarith [h3.2]

/-- On a nonzero finite-dimensional space, for self-adjoint `A` and a uniform mesh of at least two
k-points, the mean lowest eigenvalue of `H(k)` lies between that of `A` minus `2‖B‖` and that of
`A`. -/
theorem meshEnergy_bounds {A : V →L[ℂ] V} (hA : IsSelfAdjoint A) (B : V →L[ℂ] V)
    {M : ℕ} (hM : 2 ≤ M) (θ : ℝ) :
    lowestEigenvalue A - 2 * ‖B‖ ≤ meshEnergy A B M θ ∧
      meshEnergy A B M θ ≤ lowestEigenvalue A := by
  have hM0 : (0 : ℝ) < M := by exact_mod_cast (by omega : 0 < M)
  unfold meshEnergy
  constructor
  · rw [le_div_iff₀ hM0]
    have h := Finset.card_nsmul_le_sum (Finset.range M)
      (fun j => lowestEigenvalue (bloch A B (kPoint M θ j))) (lowestEigenvalue A - 2 * ‖B‖)
      (fun j _ => by linarith [(abs_le.mp (single_kPoint_error hA B (kPoint M θ j))).1])
    rw [Finset.card_range, nsmul_eq_mul] at h
    linarith
  · -- the ground state of `A` is the trial state at every k-point
    obtain ⟨-, -, v, hv, hAv⟩ := variational_principle hA
    have hsum : (∑ j ∈ Finset.range M, lowestEigenvalue (bloch A B (kPoint M θ j))) * ‖v‖ ^ 2
        ≤ ∑ j ∈ Finset.range M, (lowestEigenvalue A * ‖v‖ ^ 2
          + 2 * (Complex.exp (kPoint M θ j * Complex.I) * inner ℂ v (B v)).re) := by
      rw [Finset.sum_mul]
      refine Finset.sum_le_sum fun j _ => ?_
      have h := (variational_principle (bloch_isSelfAdjoint hA B (kPoint M θ j))).2.1 v
      rwa [bloch_expectation, hAv] at h
    -- the hopping terms cancel over the mesh
    have hz : ∑ j ∈ Finset.range M,
        (Complex.exp (kPoint M θ j * Complex.I) * inner ℂ v (B v)).re = 0 := by
      rw [← Complex.re_sum, ← Finset.sum_mul, phase_sum hM, zero_mul, Complex.zero_re]
    rw [Finset.sum_add_distrib, Finset.sum_const, Finset.card_range, nsmul_eq_mul,
      ← Finset.mul_sum, hz] at hsum
    rw [div_le_iff₀ hM0]
    refine le_of_mul_le_mul_right ?_ (pow_pos (norm_pos_iff.mpr hv) 2)
    linarith

/-- On a nonzero finite-dimensional space, for `A = 0` and `B = 1`, the lowest eigenvalue of `H(k)`
is `2 cos k`. -/
theorem cosine_band (k : ℝ) :
    lowestEigenvalue (bloch (0 : V →L[ℂ] V) 1 k) = 2 * Real.cos k := by
  obtain ⟨-, -, v, hv, h⟩ :=
    variational_principle (bloch_isSelfAdjoint (IsSelfAdjoint.zero (V →L[ℂ] V)) 1 k)
  have hi : inner ℂ v v = ((‖v‖ ^ 2 : ℝ) : ℂ) := by
    rw [inner_self_eq_norm_sq_to_K]
    simp
  rw [bloch_expectation, zero_apply, inner_zero_right, Complex.zero_re,
    one_apply_eq_self, hi, Complex.re_mul_ofReal,
    Complex.exp_ofReal_mul_I_re] at h
  refine mul_right_cancel₀ (pow_pos (norm_pos_iff.mpr hv) 2).ne' ?_
  linarith

/-- On a nonzero finite-dimensional space, for `A = 0` and `B = 1`, the lowest eigenvalue of `A` is
`0` and that of `H(0)` is `2`, while every uniform mesh of at least two k-points has mean `0`. -/
theorem gamma_overestimates :
    lowestEigenvalue (0 : V →L[ℂ] V) = 0 ∧
    lowestEigenvalue (bloch (0 : V →L[ℂ] V) 1 0) = 2 ∧
    ∀ M : ℕ, 2 ≤ M → ∀ θ : ℝ, meshEnergy (0 : V →L[ℂ] V) 1 M θ = 0 := by
  refine ⟨?_, ?_, fun M hM θ => ?_⟩
  · obtain ⟨-, -, v, hv, h⟩ := variational_principle (IsSelfAdjoint.zero (V →L[ℂ] V))
    rw [zero_apply, inner_zero_right, Complex.zero_re] at h
    exact (mul_eq_zero.mp h.symm).resolve_right (pow_pos (norm_pos_iff.mpr hv) 2).ne'
  · rw [cosine_band, Real.cos_zero, mul_one]
  · have h := congrArg Complex.re (phase_sum hM θ)
    simp only [Complex.re_sum, Complex.exp_ofReal_mul_I_re, Complex.zero_re] at h
    simp only [meshEnergy, cosine_band]
    rw [← Finset.mul_sum, h, mul_zero, zero_div]

end

end VacuumKPointSampling
```

```lean
#print axioms VacuumKPointSampling.meshEnergy_bounds
-- 'VacuumKPointSampling.meshEnergy_bounds' depends on axioms: [propext, Classical.choice, Quot.sound]
#print axioms VacuumKPointSampling.gamma_overestimates
-- 'VacuumKPointSampling.gamma_overestimates' depends on axioms: [propext, Classical.choice, Quot.sound]
```

### From the Rayleigh quotient to the mesh

`bloch_isSelfAdjoint` shows that conjugation turns exp(ik) into exp(−ik), so the adjoint only swaps the hopping terms. `bloch_expectation` is the formula for ⟨x, H(k)x⟩; it moves B† to the other side of the inner product and takes real parts. `phase_sum` writes each phase as exp(iθ) ζ^j and uses Mathlib's result that the powers of a primitive M-th root of unity sum to zero.

`variational_principle` takes a different route from the eigenstate expansion. Mathlib supplies the statement that the infimum of the Rayleigh quotient of a symmetric operator in finite dimension is an eigenvalue. The proof shows that the quotient is bounded below by −‖T‖, so its infimum really is a lower bound for the expectation value in every normalised state. The auxiliary statement `key` says that an eigenvector has its eigenvalue as expectation value. Hence no real eigenvalue lies below the infimum, and the infimum is `lowestEigenvalue T`.

The code works with unnormalised vectors, which is why factors such as `‖v‖ ^ 2` appear; in the inequalities they are removed at the end by `le_of_mul_le_mul_right`. In `single_kPoint_error`, `hb` is the Cauchy–Schwarz bound. The ground state `w` of H(k) then gives the lower half of the estimate, and the ground state `v` of `A` gives the upper half.

In `meshEnergy_bounds`, the lower bound sums the single-point estimate over the mesh. For the upper bound, `hsum` adds up the trial-state inequalities and `hz` uses `phase_sum` to remove the hopping terms. `cosine_band` evaluates the expectation value of H(k) in its own ground state, which is 2 cos k after normalisation. The last part of `gamma_overestimates` takes the real part of `phase_sum`, so the cosines sum to zero.

### A single shifted point, and hopping beyond the next cell

If M = 1 is allowed, the upper bound can fail, and no single shifted point rescues it for every B. For any θ, take A = 0 and B = exp(−iθ) on a one-dimensional space. Then H(θ) = 2, while λ(A) = 0. Unless B is real, its phase here stands for a constant vector potential across the vacuum. If A and B are real matrices, the single point k = π/2 does give λ(H(k)) ≤ λ(A), because A then has a real ground state v and 2 Re(i ⟨v, Bv⟩) = 0. The lower bound survives, since it holds at each k separately.

The same argument extends to hopping over up to R cells,

H(k) = A + Σ_n (exp(ink) B_n + exp(−ink) B_n†), n = 1, …, R,

a case that the Lean file does not treat. The phases exp(ink_j) sum to zero over the mesh unless M divides n. A mesh with M > R therefore again gives E ≤ λ(A), and the lower bound becomes λ(A) − 2 Σ_n ‖B_n‖.
